# The reciprocal lattice of a plane lattice is the lattice itself, turned by 90° and scaled by 2π over the cell area

The wave vectors whose scalar product with every vector of a plane lattice is an integer multiple of 2π form the reciprocal lattice. `reciprocalLattice_eq_rotated` states that this set is the original lattice, turned by 90 degrees and multiplied by 2π/|det A|, where the columns of the real 2×2 matrix `A` are the basis vectors and |det A| is the area of the unit cell. The lattice is the infinite set of all integer combinations of these columns, and the only hypothesis is that det A is not zero. The attempt starts from the version already proved with det A in place of |det A|, which settles the case of a nonnegative determinant at once. For a negative one it replaces each lattice vector `r` by `-r`, which is also in the lattice, so that the two signs cancel.

An attempt in Lean 4 with a fault in it:

```lean
import Mathlib

open Matrix
open scoped Real

namespace PlaneReciprocalSimilarity

noncomputable section

/-- The lattice of all integer combinations of the columns of `A`. -/
def pointLattice {n : ℕ} (A : Matrix (Fin n) (Fin n) ℝ) : Set (Fin n → ℝ) :=
  {r | ∃ m : Fin n → ℤ, r = A *ᵥ (fun i => (m i : ℝ))}

/-- The wave vectors whose scalar product with every vector of `L` is an integer
multiple of `2π`. -/
def reciprocalLattice {n : ℕ} (L : Set (Fin n → ℝ)) : Set (Fin n → ℝ) :=
  {k | ∀ r ∈ L, ∃ m : ℤ, k ⬝ᵥ r = 2 * π * m}

/-- The reciprocal basis `2π (A⁻¹)ᵀ`, meant for invertible `A`. -/
def reciprocalBasis {n : ℕ} (A : Matrix (Fin n) (Fin n) ℝ) : Matrix (Fin n) (Fin n) ℝ :=
  (2 * π) • (A⁻¹)ᵀ

/-- The rotation of the plane by 90 degrees. -/
def quarterTurn : Matrix (Fin 2) (Fin 2) ℝ := !![0, -1; 1, 0]

/-- In any dimension the reciprocal lattice is generated by the reciprocal basis. -/
theorem reciprocalLattice_eq {n : ℕ} (A : Matrix (Fin n) (Fin n) ℝ) (h : A.det ≠ 0) :
    reciprocalLattice (pointLattice A) = pointLattice (reciprocalBasis A) := by
  have hu : IsUnit A.det := isUnit_iff_ne_zero.mpr h
  ext k
  constructor
  · intro hk
    -- test the wave vector on each basis vector
    choose m hm using fun j : Fin n =>
      hk (A *ᵥ fun i => (((if i = j then 1 else 0 : ℤ)) : ℝ)) ⟨_, rfl⟩
    have hkA : k ᵥ* A = (2 * π) • (fun i => (m i : ℝ)) := by
      ext j
      have hj := hm j
      rw [Matrix.dotProduct_mulVec] at hj
      simpa [dotProduct] using hj
    refine ⟨m, ?_⟩
    calc k = (k ᵥ* A) ᵥ* A⁻¹ := by
          rw [Matrix.vecMul_vecMul, Matrix.mul_nonsing_inv A hu, Matrix.vecMul_one]
      _ = _ := by
          rw [hkA, reciprocalBasis, Matrix.smul_mulVec, Matrix.mulVec_transpose,
            Matrix.smul_vecMul]
  · rintro ⟨m, rfl⟩ r ⟨l, rfl⟩
    refine ⟨∑ i, m i * l i, ?_⟩
    rw [reciprocalBasis, Matrix.smul_mulVec, Matrix.mulVec_transpose, smul_dotProduct,
      Matrix.dotProduct_mulVec, Matrix.vecMul_vecMul, Matrix.nonsing_inv_mul A hu,
      Matrix.vecMul_one]
    simp [dotProduct]

/-- In the plane, `det A` times the reciprocal basis is `2π J A Jᵀ`, with `J` the
quarter turn. -/
theorem det_smul_reciprocalBasis (A : Matrix (Fin 2) (Fin 2) ℝ) (h : A.det ≠ 0) :
    A.det • reciprocalBasis A = (2 * π) • (quarterTurn * A * quarterTurnᵀ) := by
  have key : quarterTurn * A * quarterTurnᵀ = A.adjugateᵀ := by
    rw [Matrix.adjugate_fin_two]
    ext i j
    fin_cases i <;> fin_cases j <;>
      simp [quarterTurn, Matrix.mul_apply, Matrix.vecMul, dotProduct, Fin.sum_univ_two]
  rw [key, reciprocalBasis, Matrix.inv_def, Ring.inverse_eq_inv', Matrix.transpose_smul,
    smul_smul, smul_smul]
  congr 1
  field_simp

/-- The reciprocal lattice of a plane lattice is the lattice itself, turned by 90 degrees
and multiplied by `2π / det A`. -/
theorem reciprocalLattice_eq_signed (A : Matrix (Fin 2) (Fin 2) ℝ) (h : A.det ≠ 0) :
    reciprocalLattice (pointLattice A) =
      (fun r => (2 * π / A.det) • (quarterTurn *ᵥ r)) '' pointLattice A := by
  have hB : reciprocalBasis A =
      (2 * π / A.det) • (quarterTurn * A * quarterTurnᵀ) := by
    calc reciprocalBasis A = A.det⁻¹ • (A.det • reciprocalBasis A) := by
          rw [smul_smul, inv_mul_cancel₀ h, one_smul]
      _ = _ := by rw [det_smul_reciprocalBasis A h, smul_smul, div_eq_inv_mul]
  rw [reciprocalLattice_eq A h]
  ext k
  constructor
  · rintro ⟨m, rfl⟩
    -- the inverse quarter turn maps integer vectors to integer vectors
    have hv : (fun i => ((![m 1, -m 0] i : ℤ) : ℝ)) =
        quarterTurnᵀ *ᵥ (fun i => (m i : ℝ)) := by
      ext i
      fin_cases i <;> simp [quarterTurn, Matrix.mulVec, dotProduct, Fin.sum_univ_two]
    refine ⟨A *ᵥ (fun i => ((![m 1, -m 0] i : ℤ) : ℝ)), ⟨_, rfl⟩, ?_⟩
    beta_reduce
    rw [hv, hB, Matrix.smul_mulVec, Matrix.mulVec_mulVec, Matrix.mulVec_mulVec]
  · rintro ⟨_, ⟨m, rfl⟩, rfl⟩
    -- and every integer vector is reached
    have hw : quarterTurnᵀ *ᵥ (fun i => ((![-m 1, m 0] i : ℤ) : ℝ)) =
        (fun i => (m i : ℝ)) := by
      ext i
      fin_cases i <;> simp [quarterTurn, Matrix.mulVec, dotProduct, Fin.sum_univ_two]
    refine ⟨![-m 1, m 0], ?_⟩
    beta_reduce
    rw [hB, Matrix.smul_mulVec, ← Matrix.mulVec_mulVec, hw, ← Matrix.mulVec_mulVec]

/-- Every lattice is symmetric under inversion through the origin. -/
theorem neg_mem_pointLattice {n : ℕ} (A : Matrix (Fin n) (Fin n) ℝ) {r : Fin n → ℝ}
    (hr : r ∈ pointLattice A) : -r ∈ pointLattice A := by
  obtain ⟨m, rfl⟩ := hr
  refine ⟨fun i => -m i, ?_⟩
  rw [← Matrix.mulVec_neg]
  congr 1
  ext i
  simp

/-- The reciprocal lattice of a plane lattice is the lattice itself, turned by 90 degrees
and scaled by `2π` over the area of the unit cell. -/
theorem reciprocalLattice_eq_rotated (A : Matrix (Fin 2) (Fin 2) ℝ) (h : A.det ≠ 0) :
    reciprocalLattice (pointLattice A) =
      (fun r => (2 * π / |A.det|) • (quarterTurn *ᵥ r)) '' pointLattice A := by
  rw [reciprocalLattice_eq_signed A h]
  rcases le_total 0 A.det with hd | hd
  · rw [abs_of_nonneg hd]
  · -- a negative determinant is absorbed by inversion symmetry
    rw [abs_of_nonpos hd]
    ext k
    constructor <;>
    · rintro ⟨r, hr, rfl⟩
      exact ⟨-r, neg_mem_pointLattice A hr, by simp [Matrix.mulVec_neg, div_neg]⟩

end

end PlaneReciprocalSimilarity
```

Lean reports:

```
Main.lean:123:44: error: unsolved goals
A : Matrix (Fin 2) (Fin 2) ℝ
h : A.det ≠ 0
hd : A.det ≤ 0
r : Fin 2 → ℝ
hr : r ∈ pointLattice A
⊢ -(2 * π / A.det * (-(quarterTurn 0 1 * r 1) + -(quarterTurn 0 0 * r 0))) =
      2 * π / A.det * (quarterTurn 0 0 * r 0 + quarterTurn 0 1 * r 1) ∧
    -(2 * π / A.det * (-(quarterTurn 1 1 * r 1) + -(quarterTurn 1 0 * r 0))) =
      2 * π / A.det * (quarterTurn 1 0 * r 0 + quarterTurn 1 1 * r 1)
Main.lean:123:44: error: unsolved goals
A : Matrix (Fin 2) (Fin 2) ℝ
h : A.det ≠ 0
hd : A.det ≤ 0
r : Fin 2 → ℝ
hr : r ∈ pointLattice A
⊢ 2 * π / A.det * (-(quarterTurn 0 1 * r 1) + -(quarterTurn 0 0 * r 0)) =
      -(2 * π / A.det * (quarterTurn 0 0 * r 0 + quarterTurn 0 1 * r 1)) ∧
    2 * π / A.det * (-(quarterTurn 1 1 * r 1) + -(quarterTurn 1 0 * r 0)) =
      -(2 * π / A.det * (quarterTurn 1 0 * r 0 + quarterTurn 1 1 * r 1))
```

Diagnosis. The two messages are the two inclusions of the set equality, since `<;>` runs the same block on both. In each, the lattice membership is accepted, and what remains open is the equation between the two image vectors.

That equation is true, but `simp` with its default set did not keep the vectors whole. It split the equation into two coordinate equations and wrote out the matrix products as sums. Negating a sum then reversed its order, as `neg_add_rev` does, so one side has the `r 1` term first and the other the `r 0` term. The minus signs also stand in different places. What is left needs ordinary ring algebra, which this `simp` call did not supply.

The repair uses `simp only` with five sign rules, none of which opens a vector into coordinates. `Matrix.mulVec_neg` and `smul_neg` bring the sign of `-r` to the front, `div_neg` and `neg_smul` do the same for the sign of the determinant, and `neg_neg` removes a double sign. In the first inclusion the two signs cancel; in the second each side carries one. Either way both sides become identical.

The mended proof, as a diff:

```diff
@@ -121,5 +121,6 @@
     constructor <;>
     · rintro ⟨r, hr, rfl⟩
-      exact ⟨-r, neg_mem_pointLattice A hr, by simp [Matrix.mulVec_neg, div_neg]⟩
+      exact ⟨-r, neg_mem_pointLattice A hr, by
+        simp only [Matrix.mulVec_neg, smul_neg, div_neg, neg_smul, neg_neg]⟩
 
 end
```
